# The first-order change of a polynomial in a Hamiltonian, read from a block of a doubled matrix

When a Hamiltonian `H` is perturbed to `H + s • V`, a polynomial `p` of it changes at first order in `s` by a matrix `D`, and the theorem says that this same `D` appears as the upper-right block when `p` is evaluated at the doubled matrix `[[H, V], [0, H]]`. The two diagonal blocks of the result are `p(H)` and the lower-left block is zero. Here `H` and `V` are any finite square complex matrices of the same size, not assumed Hermitian or commuting, and the derivative is taken entry by entry at `s = 0` in a complex parameter `s`. The proof is by induction on the polynomial: constants, sums, and then multiplication by one more factor of the variable, where block multiplication reproduces the product rule.

The failing Lean file:

```lean
import Mathlib

open Polynomial Matrix

namespace BlockTriangularDerivative

noncomputable section

variable {n : Type*} [Fintype n] [DecidableEq n]

/-- The doubled matrix `[[H, V], [0, H]]` built from a Hamiltonian `H` and a perturbation `V`. -/
def blockLift (H V : Matrix n n ℂ) : Matrix (n ⊕ n) (n ⊕ n) ℂ :=
  Matrix.fromBlocks H V 0 H

/-- Some matrix `D` is at once the upper-right block of `p` at the doubled matrix and the
entrywise derivative of `p(H + sV)` at `s = 0`. -/
theorem exists_block_derivative (p : ℂ[X]) (H V : Matrix n n ℂ) :
    ∃ D : Matrix n n ℂ,
      aeval (blockLift H V) p = Matrix.fromBlocks (aeval H p) D 0 (aeval H p) ∧
      ∀ i j, HasDerivAt (fun s : ℂ => (aeval (H + s • V) p) i j) (D i j) 0 := by
  refine Polynomial.induction_on p ?_ ?_ ?_
  · intro a
    refine ⟨0, ?_, fun i j => ?_⟩
    · simp only [aeval_C, Algebra.algebraMap_eq_smul_one]
      rw [← Matrix.fromBlocks_one, Matrix.fromBlocks_smul, smul_zero, smul_zero]
    · simp only [aeval_C]
      exact hasDerivAt_const _ _
  · rintro p q ⟨D, hD, hD'⟩ ⟨E, hE, hE'⟩
    refine ⟨D + E, ?_, fun i j => ?_⟩
    · rw [map_add, map_add, hD, hE, Matrix.fromBlocks_add, add_zero]
    · simp only [map_add, Matrix.add_apply]
      exact (hD' i j).fun_add (hE' i j)
  · intro k a ih
    rw [pow_succ, ← mul_assoc]
    generalize C a * X ^ k = q at ih ⊢
    obtain ⟨D, hD, hD'⟩ := ih
    -- one more factor of the matrix: block multiplication reproduces the product rule
    refine ⟨aeval H q * V + D * H, ?_, fun i j => ?_⟩
    · simp only [map_mul, aeval_X]
      rw [hD, blockLift, Matrix.fromBlocks_multiply]
      simp
    · simp only [map_mul, aeval_X, Matrix.mul_apply, Matrix.add_apply, Matrix.smul_apply,
        smul_eq_mul]
      have hlin : ∀ l, HasDerivAt (fun s : ℂ => H l j + s * V l j) (V l j) 0 := fun l => by
        simpa using ((hasDerivAt_id (0 : ℂ)).mul_const (V l j)).const_add (H l j)
      refine (HasDerivAt.fun_sum fun l _ => (hD' i l).fun_mul (hlin l)).congr_deriv ?_
      simp only [zero_smul, add_zero, zero_mul, Finset.sum_add_distrib]
      exact add_comm _ _

end

end BlockTriangularDerivative
```

Lean reports:

```
Main.lean:25:70: error: Tactic `rewrite` failed: Did not find an occurrence of the pattern
  ?a • 0
in the target expression
  fromBlocks (a • 1) 0 0 (a • 1) = fromBlocks (a • 1) 0 0 (a • 1)

case refine_1.refine_1
n : Type u_1
inst✝¹ : Fintype n
inst✝ : DecidableEq n
p : ℂ[X]
H V : Matrix n n ℂ
a : ℂ
⊢ fromBlocks (a • 1) 0 0 (a • 1) = fromBlocks (a • 1) 0 0 (a • 1)
```

The error is in the constant case, at the second `smul_zero` in the `rw` list. After `Matrix.fromBlocks_smul` has moved the scalar `a` into the blocks, both off-diagonal blocks are `a • 0`, with the same scalar and the same zero matrix. The proof allows one `smul_zero` for each block, but `rw` replaces every occurrence of the pattern once its variables are fixed, so the first `smul_zero` clears both. The second then looks for a term of the form `?a • 0` and finds none, which is what the message reports.

The goal printed in the message already has identical sides, but `rw` tries to close a goal by `rfl` only after the whole list of rewrites has succeeded, and the failing step comes before that. The repair deletes the second `smul_zero`. The list now ends with the two sides equal, and the closing `rfl` finishes the case.

The mended proof, as a diff:

```diff
@@ -23,5 +23,5 @@
     refine ⟨0, ?_, fun i j => ?_⟩
     · simp only [aeval_C, Algebra.algebraMap_eq_smul_one]
-      rw [← Matrix.fromBlocks_one, Matrix.fromBlocks_smul, smul_zero, smul_zero]
+      rw [← Matrix.fromBlocks_one, Matrix.fromBlocks_smul, smul_zero]
     · simp only [aeval_C]
       exact hasDerivAt_const _ _
```
